# Noninteracting electrons in fixed orbitals have a nonnegative fundamental gap

Take two spin orbitals with energies p ≤ q. The ground energies for zero, one and two electrons are E(0) = 0, E(1) = p and E(2) = p + q. Now take two separate copies of the system, one empty and one full, and move the electron at q into the empty copy. The total energy is still p + q, but each copy now holds one electron and so has energy at least E(1). Hence

2 E(1) ≤ E(0) + E(2).

The same move works for any finite number n of orbitals and any N with 1 ≤ N < n.

```lean
import Mathlib

open Finset

namespace NoninteractingGap

variable {ι : Type*} [Fintype ι]
```

The type `ι` labels the spin orbitals, and n is `Fintype.card ι`.

```lean
/-- The energy of a configuration: the sum of the energies of its occupied spin orbitals. -/
def configEnergy (ε : ι → ℝ) (s : Finset ι) : ℝ := ∑ i ∈ s, ε i
```

The function `ε` gives each orbital a real energy ε_i, in any order and with degeneracies allowed. A configuration is the set `s` of occupied orbitals, so Pauli exclusion is built in. Its energy is the sum of ε_i over i in s. The ε_i do not depend on the electron number: there is no interaction and no orbital relaxation.

```lean
/-- The ground energy `E(N)`: the least energy of a configuration of `N` electrons,
for `N` at most the number of spin orbitals. -/
noncomputable def groundEnergy (ε : ι → ℝ) (N : ℕ) : ℝ :=
  sInf (configEnergy ε '' {s | s.card = N})
```

The set after `sInf` contains the energies of all N-electron configurations, and E(N) is its infimum.

```lean
/-- The configuration `s` holds `N` electrons and has the ground energy `E(N)`. -/
def IsGround (ε : ι → ℝ) (N : ℕ) (s : Finset ι) : Prop :=
  s.card = N ∧ configEnergy ε s = groundEnergy ε N
```

A ground configuration has N electrons and energy E(N).

```lean
/-- The fundamental gap, ionization energy minus electron affinity, for `N` at least one
and less than the number of spin orbitals. -/
noncomputable def fundamentalGap (ε : ι → ℝ) (N : ℕ) : ℝ :=
  (groundEnergy ε (N - 1) - groundEnergy ε N) - (groundEnergy ε N - groundEnergy ε (N + 1))
```

This is ionization energy minus electron affinity:

gap(N) = [E(N−1) − E(N)] − [E(N) − E(N+1)].

It has this meaning only for 1 ≤ N < n; elsewhere Lean still returns a number, because it sets 0 − 1 = 0 for natural numbers and the infimum of the empty set to 0.

```lean
/-- Every configuration of `N` electrons has energy at least `E(N)`. -/
theorem groundEnergy_le (ε : ι → ℝ) {N : ℕ} {s : Finset ι} (hs : s.card = N) :
    groundEnergy ε N ≤ configEnergy ε s :=
  csInf_le (Set.toFinite _).bddBelow ⟨s, hs, rfl⟩
```

This is the variational bound: any N-electron configuration lies at or above E(N).

```lean
/-- If there are enough spin orbitals for `N` electrons, some configuration attains `E(N)`. -/
theorem exists_isGround (ε : ι → ℝ) {N : ℕ} (hN : N ≤ Fintype.card ι) :
    ∃ s, IsGround ε N s := by
  obtain ⟨t, -, ht⟩ := Finset.exists_subset_card_eq (s := (Finset.univ : Finset ι))
    (n := N) (by rw [Finset.card_univ]; exact hN)
  have hne : (configEnergy ε '' {s | s.card = N}).Nonempty := ⟨_, t, ht, rfl⟩
  obtain ⟨s, hs, hE⟩ := hne.csInf_mem (Set.toFinite _)
  exact ⟨s, hs, hE⟩
```

For N ≤ n there is at least one N-electron configuration, and a finite nonempty set of energies contains its infimum. So a ground configuration exists.

```lean
/-- Placing an electron in an empty orbital `a` of an `N`-electron configuration
bounds `E(N+1)` from above. -/
theorem groundEnergy_attach_le (ε : ι → ℝ) {N : ℕ} {s : Finset ι} {a : ι}
    (hs : s.card = N) (ha : a ∉ s) :
    groundEnergy ε (N + 1) ≤ configEnergy ε s + ε a := by
  classical
  have h := groundEnergy_le ε (N := N + 1) (s := insert a s)
    (by rw [Finset.card_insert_of_notMem ha, hs])
  unfold configEnergy at *
  rw [Finset.sum_insert ha] at h
  linarith
```

If s has N electrons and a is empty in s, then s with a added is a trial configuration for N+1 electrons:

E(N+1) ≤ E_s + ε_a,

where E_s is the energy of s. The tactic `linarith` finishes the linear arithmetic.

```lean
/-- Removing the electron in an occupied orbital `a` of an `(N+1)`-electron configuration
bounds `E(N)` from above. -/
theorem groundEnergy_detach_le (ε : ι → ℝ) {N : ℕ} {s : Finset ι} {a : ι}
    (hs : s.card = N + 1) (ha : a ∈ s) :
    groundEnergy ε N ≤ configEnergy ε s - ε a := by
  classical
  have h := groundEnergy_le ε (N := N) (s := s.erase a)
    (by rw [Finset.card_erase_of_mem ha, hs]; omega)
  have h2 := Finset.add_sum_erase s ε ha
  unfold configEnergy at *
  linarith
```

Likewise, if s has N+1 electrons and a is occupied, emptying a gives

E(N) ≤ E_s − ε_a.

```lean
omit [Fintype ι] in
/-- A configuration with more electrons occupies an orbital that the smaller one leaves empty. -/
theorem exists_extra_orbital {s t : Finset ι} (h : s.card < t.card) : ∃ a ∈ t, a ∉ s := by
  by_contra hc
  have hts : t ⊆ s := fun a ha => by_contra fun hs => hc ⟨a, ha, hs⟩
  exact absurd (Finset.card_le_card hts) (not_le_of_gt h)
```

If every orbital of t were in s, t could not be the larger set. So some orbital is occupied in t and empty in s.

```lean
/-- For two separate copies of the system with `M` and `N+1` electrons, `M ≤ N`, moving one
electron from the fuller copy to the other does not raise the total ground energy. -/
theorem groundEnergy_transfer_le (ε : ι → ℝ) {M N : ℕ} (hMN : M ≤ N)
    (hN : N < Fintype.card ι) :
    groundEnergy ε (M + 1) + groundEnergy ε N ≤
      groundEnergy ε M + groundEnergy ε (N + 1) := by
  obtain ⟨s, hs, hsE⟩ := exists_isGround ε (N := M) (by omega)
  obtain ⟨t, ht, htE⟩ := exists_isGround ε (N := N + 1) (by omega)
  -- the electron to be moved sits in an orbital that is empty in the other copy
  obtain ⟨a, hat, has⟩ := exists_extra_orbital (s := s) (t := t) (by omega)
  have h1 := groundEnergy_attach_le ε hs has
  have h2 := groundEnergy_detach_le ε ht hat
  linarith
```

Let s and t be ground configurations for M and N+1 electrons, with M ≤ N. Choose a occupied in t and empty in s. The two trial bounds are

E(M+1) ≤ E(M) + ε_a
E(N) ≤ E(N+1) − ε_a.

Adding them cancels ε_a:

E(M+1) + E(N) ≤ E(M) + E(N+1).

In the code, `h1` and `h2` are these two bounds.

```lean
/-- The fundamental gap of noninteracting electrons is nonnegative:
`E(N+1) + E(N-1) ≥ 2 E(N)`. -/
theorem fundamentalGap_nonneg (ε : ι → ℝ) {N : ℕ} (h1 : 1 ≤ N) (hN : N < Fintype.card ι) :
    0 ≤ fundamentalGap ε N := by
  have h := groundEnergy_transfer_le ε (M := N - 1) (N := N) (by omega) hN
  rw [Nat.sub_add_cancel h1] at h
  unfold fundamentalGap
  linarith
```

Setting M = N−1 gives 2 E(N) ≤ E(N−1) + E(N+1), which is gap(N) ≥ 0.

The same exchange with all signs of ε reversed gives a neighbouring result by hand: the highest N-electron energy F(N) satisfies F(N+1) + F(N−1) ≤ 2 F(N).

```lean
/-- The fundamental gap is the lowest empty level `l` minus the highest occupied level `h`
of any ground configuration. -/
theorem fundamentalGap_eq_lumo_sub_homo (ε : ι → ℝ) {N : ℕ} {S : Finset ι} {h l : ι}
    (hS : IsGround ε N S) (hh : h ∈ S) (hmax : ∀ i ∈ S, ε i ≤ ε h)
    (hl : l ∉ S) (hmin : ∀ j, j ∉ S → ε l ≤ ε j) :
    fundamentalGap ε N = ε l - ε h := by
  obtain ⟨hc, hE⟩ := hS
  have hpos : 0 < S.card := Finset.card_pos.mpr ⟨h, hh⟩
  have hlt : S.card < Fintype.card ι := Finset.card_lt_univ_of_notMem hl
  obtain ⟨M, rfl⟩ : ∃ M, N = M + 1 := ⟨N - 1, by omega⟩
  -- the added electron enters the lowest empty level
  have hA : groundEnergy ε (M + 1 + 1) = groundEnergy ε (M + 1) + ε l := by
    obtain ⟨T, hT, hTE⟩ := exists_isGround ε (N := M + 1 + 1) (by omega)
    obtain ⟨a, haT, haS⟩ := exists_extra_orbital (s := S) (t := T) (by omega)
    have h1 := groundEnergy_attach_le ε hc hl
    have h2 := groundEnergy_detach_le ε hT haT
    have h3 := hmin a haS
    linarith
  -- the removed electron leaves the highest occupied level
  have hI : groundEnergy ε M = groundEnergy ε (M + 1) - ε h := by
    obtain ⟨T, hT, hTE⟩ := exists_isGround ε (N := M) (by omega)
    obtain ⟨a, haS, haT⟩ := exists_extra_orbital (s := T) (t := S) (by omega)
    have h1 := groundEnergy_detach_le ε hc hh
    have h2 := groundEnergy_attach_le ε hT haT
    have h3 := hmax a haS
    linarith
  unfold fundamentalGap
  rw [Nat.add_sub_cancel, hA, hI]
  ring
```

Let S be a ground configuration, h its highest occupied orbital (HOMO) and l the lowest empty one (LUMO). Filling l gives E(N+1) ≤ E(N) + ε_l. Conversely, a ground configuration for N+1 electrons occupies some a that is empty in S, so

E(N) ≤ E(N+1) − ε_a ≤ E(N+1) − ε_l.

Thus E(N+1) = E(N) + ε_l, which is `hA`. The mirrored argument gives E(N−1) = E(N) − ε_h, which is `hI` with N = M+1. Substitution yields

gap(N) = ε_l − ε_h.

For noninteracting electrons in fixed orbitals, the fundamental gap is therefore the HOMO–LUMO gap, counted in spin orbitals. If every spatial orbital gives two spin orbitals of equal energy, this gap is zero for every odd N.

For energies −5, −3, −3, 1, the ground energies E(0) to E(4) are 0, −5, −8, −11, −10. The gaps for N = 1, 2, 3 are 2, 0, 4, matching the level differences.

```lean
/-- The fundamental gap is strictly positive exactly when the `N`-electron ground
configuration is unique. -/
theorem fundamentalGap_pos_iff (ε : ι → ℝ) {N : ℕ} (h1 : 1 ≤ N) (hN : N < Fintype.card ι) :
    0 < fundamentalGap ε N ↔ ∃! S, IsGround ε N S := by
  classical
  obtain ⟨M, rfl⟩ : ∃ M, N = M + 1 := ⟨N - 1, by omega⟩
  constructor
  · intro hgap
    obtain ⟨S, hS⟩ := exists_isGround ε hN.le
    refine ⟨S, hS, fun T hT => ?_⟩
    by_contra hne
    -- an orbital occupied in `T` only can be filled in `S` and emptied in `T`
    obtain ⟨a, haT, haS⟩ : ∃ a ∈ T, a ∉ S := by
      by_contra hc
      have hTS : T ⊆ S := fun a ha => by_contra fun hs => hc ⟨a, ha, hs⟩
      exact hne (Finset.eq_of_subset_of_card_le hTS (by rw [hS.1, hT.1]))
    have h2 := groundEnergy_attach_le ε hS.1 haS
    have h3 := groundEnergy_detach_le ε hT.1 haT
    rw [hS.2] at h2
    rw [hT.2] at h3
    unfold fundamentalGap at hgap
    rw [Nat.add_sub_cancel] at hgap
    linarith
  · rintro ⟨S, hS, huniq⟩
    have hS' : IsGround ε (M + 1) S := hS
    obtain ⟨hc, hE⟩ := hS'
    obtain ⟨h, hh, hmax⟩ := Finset.exists_max_image S ε (Finset.card_pos.mp (by omega))
    obtain ⟨b, -, hb⟩ := exists_extra_orbital (s := S) (t := Finset.univ)
      (by rw [Finset.card_univ]; omega)
    obtain ⟨l, hl, hmin⟩ := Finset.exists_min_image Sᶜ ε ⟨b, Finset.mem_compl.mpr hb⟩
    have hlS : l ∉ S := Finset.mem_compl.mp hl
    rw [fundamentalGap_eq_lumo_sub_homo ε hS hh hmax hlS
      (fun j hj => hmin j (Finset.mem_compl.mpr hj))]
    by_contra hgap
    -- otherwise promoting the electron from `h` to `l` gives a second ground configuration
    have hle : l ∉ S.erase h := fun hm => hlS (Finset.mem_of_mem_erase hm)
    have hcard : (insert l (S.erase h)).card = M + 1 := by
      rw [Finset.card_insert_of_notMem hle, Finset.card_erase_of_mem hh, hc]
      omega
    have hlow := groundEnergy_le ε hcard
    have hsum : configEnergy ε (insert l (S.erase h)) = configEnergy ε S + ε l - ε h := by
      have h2 := Finset.add_sum_erase S ε hh
      unfold configEnergy
      rw [Finset.sum_insert hle]
      linarith
    have hT : insert l (S.erase h) = S := huniq _ ⟨hcard, by linarith⟩
    exact hlS (hT ▸ Finset.mem_insert_self l (S.erase h))

end NoninteractingGap
```

The symbol `∃!` means "exactly one", here one set of occupied orbitals. In the example, N = 2 has two ground configurations and zero gap.

Suppose S and T are different ground configurations. They have equal size, so some a is in T but not in S. Filling a in S and emptying it in T gives

E(N+1) + E(N−1) ≤ 2 E(N),

so the gap is not positive. Conversely, let S be the only ground configuration and suppose ε_l ≤ ε_h. Moving the electron from h to l does not raise the energy, so it produces another ground configuration, a contradiction.

```lean
#print axioms NoninteractingGap.fundamentalGap_nonneg
#print axioms NoninteractingGap.fundamentalGap_pos_iff
```

```
'NoninteractingGap.fundamentalGap_nonneg' depends on axioms: [propext, Classical.choice, Quot.sound]
'NoninteractingGap.fundamentalGap_pos_iff' depends on axioms: [propext, Classical.choice, Quot.sound]
```
